# Exact linear response of the Hubbard dimer singlet to a site bias

A linear-response routine that reports $\langle v,Vw\rangle$ as the slope of the ground-state $\langle V\rangle$ with respect to $f$ in $H+fV$, where $v$ is the unperturbed ground state and $w$ its first-order change, is wrong by a factor of two, and tighter convergence won't reveal it. The two-site, two-electron Hubbard singlet supplies an exact reference value. For hopping $t>0$, real on-site interaction $U$ and a normalised ground state $v$ of energy $E$, the equations

$$(H-E)w=-Vv,\qquad \langle v,w\rangle=0$$

have exactly one solution, and

$$\langle v,Vw\rangle=-\frac{R-U}{R(R+U)},\qquad R=\sqrt{U^2+16t^2}.$$

Components 0 and 1 are the ionic configurations and component 2 is the covalent one. With $s=\sqrt2\,t$,

$$H=\begin{pmatrix}U&0&-s\\0&U&-s\\-s&-s&0\end{pmatrix},\qquad V=\mathrm{diag}(1,-1,0).$$

$V$ is half the occupation difference between the sites.

## Testing a Sternheimer solver

The first-order equation for $w$ is a Sternheimer equation. Its general right-hand side is $-(V-\langle v,Vv\rangle)v$; here $\langle v,Vv\rangle=v_0^2-v_1^2=0$, which leaves $-Vv$. Its matrix $H-E$ is singular, and the condition $\langle v,w\rangle=0$ selects one solution. To test a solver on this model, diagonalise $H\pm fV$ for small $f$, evaluate $\langle V\rangle_{\pm f}$ in the normalised ground states, and compare $(\langle V\rangle_f-\langle V\rangle_{-f})/2f$ with $2\langle v,Vw\rangle$.

For $t=1$, $U=3$: $R=5$, $E=-1$, $v_0^2=1/10$ and $w=(-v_0/4,\,v_0/4,\,0)$. Hence $\langle v,Vw\rangle=-0.05$, and the slope is $-0.1$.

## From the ground state to the slope

The trial vector $(s,s,k)$ gives, for every $k$,
$$-Ek^2-4s^2k+2s^2(U-E)\ge0.$$
Setting $k=0$ gives $E\le U$. The discriminant condition gives $4t^2+E(U-E)\le0$, so $E<U$ and $E<0$.

Subtracting the first two eigenvalue rows gives $v_0=v_1$. The remaining rows are $(U-E)v_0=sv_2$ and $-2sv_0=Ev_2$. If $v_0$ or $v_2$ vanished, the first of these would make both vanish and give $v=0$, so neither is zero. Eliminating them gives $E(E-U)=4t^2$, and hence $R=U-2E$. Normalisation then gives $2Rv_0^2=-E$.

Adding the first two response rows gives $(U-E)(w_0+w_1)=2sw_2$. With orthogonality, this becomes
$$v_0\,[2s^2+(U-E)^2]\,w_2=0,$$
so $w_2=0$ and $w_1=-w_0=v_0/(U-E)$. These values satisfy every row. Therefore
$$\langle v,Vw\rangle=-\frac{2v_0^2}{U-E}=-\frac{R-U}{R(R+U)},$$
using $-E=(R-U)/2$ and $U-E=(R+U)/2$.

In a field $f$, the trial state $v+fw$ has, after normalisation, the energy
$$E+\frac{f^2\langle v,Vw\rangle}{1+f^2\|w\|^2}.$$
The linear term vanishes by symmetry and orthogonality, and the cubic one because $w_0^2=w_1^2$.

For normalised ground states $x(f)$ of $H+fV$ that are differentiable at $f=0$, with $x(0)=v$, eliminating the energy gives
$$(x_0-x_1)\,[Ux_2+s(x_0+x_1)]+f(x_0+x_1)x_2=0.$$
Differentiating at $f=0$ gives $(U-E)(x_0-x_1)'=-2v_0$. The slope of $\langle V\rangle=x_0^2-x_1^2$ is thus $-4v_0^2/(U-E)=2\langle v,Vw\rangle$.

## The Lean file

```lean
import Mathlib

open Matrix

namespace HubbardDimerResponse

noncomputable section

/-- Coupling between the covalent singlet and each ionic configuration. -/
def hop (t : ℝ) : ℝ := √2 * t

/-- Singlet Hamiltonian of the Hubbard dimer; the first two basis states are ionic, the third is
covalent. -/
def dimer (t U : ℝ) : Matrix (Fin 3) (Fin 3) ℝ :=
  !![U, 0, -hop t; 0, U, -hop t; -hop t, -hop t, 0]

/-- The site bias, which distinguishes the two ionic configurations by sign. -/
def bias : Matrix (Fin 3) (Fin 3) ℝ := !![1, 0, 0; 0, -1, 0; 0, 0, 0]

/-- The energy scale `R = √(U² + 16 t²)`. -/
def rad (t U : ℝ) : ℝ := √(U ^ 2 + 16 * t ^ 2)

/-- `v` is a normalised eigenvector of `M` with energy `E`, and no state has lower energy. -/
def IsGround (M : Matrix (Fin 3) (Fin 3) ℝ) (E : ℝ) (v : Fin 3 → ℝ) : Prop :=
  M *ᵥ v = E • v ∧ v ⬝ᵥ v = 1 ∧ ∀ x, E * (x ⬝ᵥ x) ≤ x ⬝ᵥ (M *ᵥ x)

/-- `w` is orthogonal to `v` and solves the first-order equation `(M - E) w = -A v`. -/
def IsResponse (M A : Matrix (Fin 3) (Fin 3) ℝ) (E : ℝ) (v w : Fin 3 → ℝ) : Prop :=
  v ⬝ᵥ w = 0 ∧ M *ᵥ w - E • w = -(A *ᵥ v)

/-- The square of the coupling is `2 t²`. -/
theorem hop_sq (t : ℝ) : hop t ^ 2 = 2 * t ^ 2 := by
  rw [hop, mul_pow, Real.sq_sqrt (by norm_num)]

/-- The overlap of two states in components. -/
theorem dot3 (x y : Fin 3 → ℝ) : x ⬝ᵥ y = x 0 * y 0 + x 1 * y 1 + x 2 * y 2 := by
  simp [dotProduct, Fin.sum_univ_three]

/-- Action of the Hamiltonian, of the bias, and of the Hamiltonian in a field `f`. -/
theorem operators_apply (t U f : ℝ) (x : Fin 3 → ℝ) :
    dimer t U *ᵥ x = ![U * x 0 - hop t * x 2, U * x 1 - hop t * x 2,
      -(hop t * x 0) - hop t * x 1] ∧
    bias *ᵥ x = ![x 0, -x 1, 0] ∧
    (dimer t U + f • bias) *ᵥ x = ![(U + f) * x 0 - hop t * x 2,
      (U - f) * x 1 - hop t * x 2, -(hop t * x 0) - hop t * x 1] := by
  have key : ∀ (M : Matrix (Fin 3) (Fin 3) ℝ) (i : Fin 3),
      (M *ᵥ x) i = M i 0 * x 0 + M i 1 * x 1 + M i 2 * x 2 := fun M i => dot3 _ _
  refine ⟨?_, ?_, ?_⟩ <;> ext i <;> fin_cases i
  · exact (key (dimer t U) 0).trans
      (show U * x 0 + 0 * x 1 + -hop t * x 2 = U * x 0 - hop t * x 2 by ring)
  · exact (key (dimer t U) 1).trans
      (show 0 * x 0 + U * x 1 + -hop t * x 2 = U * x 1 - hop t * x 2 by ring)
  · exact (key (dimer t U) 2).trans
      (show -hop t * x 0 + -hop t * x 1 + 0 * x 2 = -(hop t * x 0) - hop t * x 1 by ring)
  · exact (key bias 0).trans (show 1 * x 0 + 0 * x 1 + 0 * x 2 = x 0 by ring)
  · exact (key bias 1).trans (show 0 * x 0 + -1 * x 1 + 0 * x 2 = -x 1 by ring)
  · exact (key bias 2).trans (show 0 * x 0 + 0 * x 1 + 0 * x 2 = 0 by ring)
  · exact (key (dimer t U + f • bias) 0).trans
      (show (U + f * 1) * x 0 + (0 + f * 0) * x 1 + (-hop t + f * 0) * x 2
        = (U + f) * x 0 - hop t * x 2 by ring)
  · exact (key (dimer t U + f • bias) 1).trans
      (show (0 + f * 0) * x 0 + (U + f * -1) * x 1 + (-hop t + f * 0) * x 2
        = (U - f) * x 1 - hop t * x 2 by ring)
  · exact (key (dimer t U + f • bias) 2).trans
      (show (-hop t + f * 0) * x 0 + (-hop t + f * 0) * x 1 + (0 + f * 0) * x 2
        = -(hop t * x 0) - hop t * x 1 by ring)

/-- Matrix elements of the bias in components. -/
theorem bias_dot (x y : Fin 3 → ℝ) : x ⬝ᵥ (bias *ᵥ y) = x 0 * y 0 - x 1 * y 1 := by
  rw [(operators_apply 0 0 0 y).2.1, dot3]
  show x 0 * y 0 + x 1 * (-y 1) + x 2 * 0 = _
  ring

/-- In the ground state both ionic amplitudes are equal, the energy lies below `0` and `U` and obeys
`R = U - 2E`, and the amplitudes satisfy `(U - E) v₀ = √2 t v₂` and `2 (U - 2E) v₀² = -E`. -/
theorem ground_structure {t U E : ℝ} {v : Fin 3 → ℝ} (ht : 0 < t)
    (hv : IsGround (dimer t U) E v) :
    v 1 = v 0 ∧ 0 < U - E ∧ E < 0 ∧ rad t U = U - 2 * E ∧
      (U - E) * v 0 = hop t * v 2 ∧ 2 * (U - 2 * E) * v 0 ^ 2 = -E := by
  obtain ⟨h, hn, hmin⟩ := hv
  have hs := hop_sq t
  have ht2 : 0 < t ^ 2 := by positivity
  rw [(operators_apply t U 0 v).1] at h
  rw [dot3] at hn
  have h0 : U * v 0 - hop t * v 2 = E * v 0 := congrFun h 0
  have h1 : U * v 1 - hop t * v 2 = E * v 1 := congrFun h 1
  have h2 : -(hop t * v 0) - hop t * v 1 = E * v 2 := congrFun h 2
  -- symmetric trial states bound the energy through a discriminant
  have hk : ∀ k : ℝ, 0 ≤ (-E) * (k * k) + (-(4 * hop t ^ 2)) * k
      + 2 * hop t ^ 2 * (U - E) := by
    intro k
    have h3 := hmin ![hop t, hop t, k]
    rw [(operators_apply t U 0 _).1, dot3, dot3] at h3
    have h4 : E * (hop t * hop t + hop t * hop t + k * k) ≤
        hop t * (U * hop t - hop t * k) + hop t * (U * hop t - hop t * k)
          + k * (-(hop t * hop t) - hop t * hop t) := h3
    linarith
  have hd := discrim_le_zero hk
  unfold discrim at hd
  have he : (-(4 * hop t ^ 2)) ^ 2 - 4 * (-E) * (2 * hop t ^ 2 * (U - E))
      = 16 * t ^ 2 * (4 * t ^ 2 + E * (U - E)) := by
    linear_combination (16 * (hop t ^ 2 + 2 * t ^ 2) + 8 * E * (U - E)) * hs
  have h5 : 4 * t ^ 2 + E * (U - E) ≤ 0 := by
    by_contra hc
    have := mul_pos (show 0 < 16 * t ^ 2 by positivity) (not_le.mp hc)
    linarith
  have hG0 : 0 ≤ U - E := by
    by_contra hc
    have h6 := hk 0
    rw [hs] at h6
    have := mul_pos ht2 (show 0 < E - U by linarith)
    linarith
  have hG : 0 < U - E := lt_of_le_of_ne hG0 fun hc => by
    rw [← hc] at h5
    linarith
  have hE0 : E < 0 := by
    by_contra hc
    have := mul_nonneg (not_lt.mp hc) hG0
    linarith
  have hab : v 1 = v 0 := mul_left_cancel₀ hG.ne' (by linear_combination h1 - h0)
  have hc : (U - E) * v 0 = hop t * v 2 := by linear_combination h0
  have hs0 : hop t ≠ 0 := fun h => by
    rw [h] at hs
    linarith
  have ha : v 0 ≠ 0 := fun h => by
    rw [h, mul_zero] at hc
    have h7 : v 2 = 0 := (mul_eq_zero.mp hc.symm).resolve_left hs0
    rw [hab, h, h7] at hn
    norm_num at hn
  have hE : E * (E - U) = 4 * t ^ 2 := mul_right_cancel₀ ha (by
    linear_combination -E * hc + hop t * h2 + hop t ^ 2 * hab + 2 * v 0 * hs)
  refine ⟨hab, hG, hE0, ?_, hc, mul_left_cancel₀ hG.ne' ?_⟩
  · rw [rad, show U ^ 2 + 16 * t ^ 2 = (U - 2 * E) ^ 2 by linear_combination -4 * hE]
    exact Real.sqrt_sq (by linarith)
  · linear_combination (2 * v 0 ^ 2 - 1) * hE - 2 * (2 * v 0 ^ 2 - 1) * hs
      + 2 * hop t ^ 2 * hn + 2 * ((U - E) * v 0 + hop t * v 2) * hc
      - 2 * hop t ^ 2 * (v 1 + v 0) * hab

/-- The first-order state is the antisymmetric ionic combination with amplitude `v₀/(U - E)`. -/
theorem response_iff {t U E : ℝ} {v : Fin 3 → ℝ} (ht : 0 < t)
    (hv : IsGround (dimer t U) E v) (w : Fin 3 → ℝ) :
    IsResponse (dimer t U) bias E v w ↔ w = ![-(v 0 / (U - E)), v 0 / (U - E), 0] := by
  obtain ⟨hab, hG, hE0, -, hc, hwt⟩ := ground_structure ht hv
  have ha : v 0 ≠ 0 := fun h => by
    rw [h] at hwt
    linarith
  unfold IsResponse
  rw [(operators_apply t U 0 w).1, (operators_apply t U 0 v).2.1, dot3]
  constructor
  · rintro ⟨ho, h⟩
    have g0 : U * w 0 - hop t * w 2 - E * w 0 = -(v 0) := congrFun h 0
    have g1 : U * w 1 - hop t * w 2 - E * w 1 = -(-v 1) := congrFun h 1
    -- orthogonality removes the covalent component
    have h3 : v 0 * ((2 * hop t ^ 2 + (U - E) ^ 2) * w 2) = 0 := by
      linear_combination (U - E) * hop t * ho + (U - E) * w 2 * hc
        - ((U - E) * hop t * w 1 + hop t * v 0) * hab - hop t * v 0 * (g0 + g1)
    have hpos : 0 < 2 * hop t ^ 2 + (U - E) ^ 2 :=
      add_pos_of_nonneg_of_pos (by positivity) (pow_pos hG 2)
    have hw2 : w 2 = 0 :=
      (mul_eq_zero.mp ((mul_eq_zero.mp h3).resolve_left ha)).resolve_left hpos.ne'
    ext i
    fin_cases i
    · show w 0 = -(v 0 / (U - E))
      rw [← neg_div, eq_div_iff hG.ne']
      linear_combination g0 + hop t * hw2
    · show w 1 = v 0 / (U - E)
      rw [eq_div_iff hG.ne']
      linear_combination g1 + hop t * hw2 + hab
    · exact hw2
  · intro hw
    obtain ⟨q, hq⟩ : ∃ q, q = v 0 / (U - E) := ⟨_, rfl⟩
    rw [← hq] at hw
    rw [eq_div_iff hG.ne'] at hq
    subst hw
    constructor
    · show v 0 * -q + v 1 * q + v 2 * 0 = 0
      linear_combination q * hab
    · ext i
      fin_cases i
      · show U * -q - hop t * 0 - E * -q = -(v 0)
        linear_combination -hq
      · show U * q - hop t * 0 - E * q = -(-v 1)
        linear_combination hq - hab
      · show -(hop t * -q) - hop t * q - E * 0 = -0
        ring

/-- The first-order equation of the dimer in a site bias has exactly one solution `w` orthogonal
to the ground state, and `⟨v, V w⟩ = -(R - U) / (R (R + U))`. -/
theorem exact_response {t U E : ℝ} {v : Fin 3 → ℝ} (ht : 0 < t)
    (hv : IsGround (dimer t U) E v) :
    (∃! w, IsResponse (dimer t U) bias E v w) ∧
    ∀ w, IsResponse (dimer t U) bias E v w →
      v ⬝ᵥ (bias *ᵥ w) = -(rad t U - U) / (rad t U * (rad t U + U)) := by
  refine ⟨⟨_, (response_iff ht hv _).mpr rfl, fun y hy => (response_iff ht hv y).mp hy⟩, ?_⟩
  intro w hw
  have hw' := (response_iff ht hv w).mp hw
  obtain ⟨hab, hG, hE0, hR, -, hwt⟩ := ground_structure ht hv
  have w0 : w 0 = -(v 0 / (U - E)) := congrFun hw' 0
  have w1 : w 1 = v 0 / (U - E) := congrFun hw' 1
  obtain ⟨q, hq⟩ : ∃ q, q = v 0 / (U - E) := ⟨_, rfl⟩
  rw [← hq] at w0 w1
  rw [eq_div_iff hG.ne'] at hq
  have hne : (U - 2 * E) * (U - 2 * E + U) ≠ 0 :=
    (mul_pos (by linarith) (by linarith)).ne'
  rw [bias_dot, w0, w1, hab, hR, eq_div_iff hne]
  linear_combination -4 * (U - 2 * E) * v 0 * hq - 2 * hwt

/-- In a finite field `f` the energy form of the trial state `v + f w` is its squared norm times
`E` plus `f² ⟨v, V w⟩`, without a cubic term. -/
theorem trial_energy {t U E : ℝ} {v w : Fin 3 → ℝ} (ht : 0 < t)
    (hv : IsGround (dimer t U) E v) (hw : IsResponse (dimer t U) bias E v w) (f : ℝ) :
    (v + f • w) ⬝ᵥ ((dimer t U + f • bias) *ᵥ (v + f • w)) =
      E * ((v + f • w) ⬝ᵥ (v + f • w)) + f ^ 2 * (v ⬝ᵥ (bias *ᵥ w)) := by
  have hw' := (response_iff ht hv w).mp hw
  obtain ⟨hab, hG, -, -, hc, -⟩ := ground_structure ht hv
  have h := hv.1
  rw [(operators_apply t U 0 v).1] at h
  have h2 : -(hop t * v 0) - hop t * v 1 = E * v 2 := congrFun h 2
  have w0 : w 0 = -(v 0 / (U - E)) := congrFun hw' 0
  have w1 : w 1 = v 0 / (U - E) := congrFun hw' 1
  have w2 : w 2 = 0 := congrFun hw' 2
  obtain ⟨q, hq⟩ : ∃ q, q = v 0 / (U - E) := ⟨_, rfl⟩
  rw [← hq] at w0 w1
  rw [eq_div_iff hG.ne'] at hq
  rw [bias_dot, (operators_apply t U f _).2.2, dot3, dot3]
  show (v 0 + f * w 0) * ((U + f) * (v 0 + f * w 0) - hop t * (v 2 + f * w 2))
    + (v 1 + f * w 1) * ((U - f) * (v 1 + f * w 1) - hop t * (v 2 + f * w 2))
    + (v 2 + f * w 2) * (-(hop t * (v 0 + f * w 0)) - hop t * (v 1 + f * w 1))
    = E * ((v 0 + f * w 0) * (v 0 + f * w 0) + (v 1 + f * w 1) * (v 1 + f * w 1)
      + (v 2 + f * w 2) * (v 2 + f * w 2)) + f ^ 2 * (v 0 * w 0 - v 1 * w 1)
  rw [hab] at h2
  rw [w0, w1, w2, hab]
  linear_combination 2 * f ^ 2 * q * hq + 2 * v 0 * hc + v 2 * h2

/-- Along a differentiable family of ground states in the field `f`, the expectation value of the
bias operator has slope `-2 (R - U) / (R (R + U))` at zero field. -/
theorem density_response {t U : ℝ} (ht : 0 < t) {e : ℝ → ℝ} {x : ℝ → Fin 3 → ℝ}
    (hx : ∀ f, IsGround (dimer t U + f • bias) (e f) (x f)) (hd : DifferentiableAt ℝ x 0) :
    HasDerivAt (fun f => x f ⬝ᵥ (bias *ᵥ x f))
      (-2 * (rad t U - U) / (rad t U * (rad t U + U))) 0 := by
  have hv : IsGround (dimer t U) (e 0) (x 0) := by simpa using hx 0
  obtain ⟨hab, hG, hE0, hR, hc, hwt⟩ := ground_structure ht hv
  obtain ⟨y, hy⟩ : ∃ y, HasDerivAt x y 0 := ⟨_, hd.hasDerivAt⟩
  have hi : ∀ i, HasDerivAt (fun f => x f i) (y i) 0 := hasDerivAt_pi.mp hy
  have row2 : ∀ f, -(hop t * x f 0) - hop t * x f 1 = e f * x f 2 := fun f => by
    have h := (hx f).1
    rw [(operators_apply t U f _).2.2] at h
    exact congrFun h 2
  -- eliminating the energy leaves a polynomial identity between the amplitudes
  have ident : ∀ f, U * x f 2 * (x f 0 - x f 1) + hop t * (x f 0 + x f 1) * (x f 0 - x f 1)
      + f * ((x f 0 + x f 1) * x f 2) = 0 := fun f => by
    have h := (hx f).1
    rw [(operators_apply t U f _).2.2] at h
    have r0 : (U + f) * x f 0 - hop t * x f 2 = e f * x f 0 := congrFun h 0
    have r1 : (U - f) * x f 1 - hop t * x f 2 = e f * x f 1 := congrFun h 1
    linear_combination x f 2 * (r0 - r1) - (x f 0 - x f 1) * row2 f
  have hF : HasDerivAt (fun f => U * x f 2 * (x f 0 - x f 1)
      + hop t * (x f 0 + x f 1) * (x f 0 - x f 1) + f * ((x f 0 + x f 1) * x f 2))
      ((U * y 2 * (x 0 0 - x 0 1) + U * x 0 2 * (y 0 - y 1))
      + (hop t * (y 0 + y 1) * (x 0 0 - x 0 1) + hop t * (x 0 0 + x 0 1) * (y 0 - y 1))
      + (1 * ((x 0 0 + x 0 1) * x 0 2)
        + 0 * ((y 0 + y 1) * x 0 2 + (x 0 0 + x 0 1) * y 2))) 0 :=
    ((((hi 2).const_mul U).fun_mul ((hi 0).fun_sub (hi 1))).fun_add
      ((((hi 0).fun_add (hi 1)).const_mul (hop t)).fun_mul ((hi 0).fun_sub (hi 1)))).fun_add
      ((hasDerivAt_id' (0 : ℝ)).fun_mul (((hi 0).fun_add (hi 1)).fun_mul (hi 2)))
  have hD := hF.unique ((hasDerivAt_const (0 : ℝ) (0 : ℝ)).congr_of_eventuallyEq
    (Filter.Eventually.of_forall ident))
  have r2 := row2 0
  rw [hab] at hD r2
  have hc0 : x 0 2 ≠ 0 := fun h => by
    rw [h, mul_zero] at hc
    have h3 : x 0 0 = 0 := (mul_eq_zero.mp hc).resolve_left hG.ne'
    rw [h3] at hwt
    linarith
  have hGD : (U - e 0) * (y 0 - y 1) = -2 * x 0 0 := mul_left_cancel₀ hc0 (by
    linear_combination hD + (y 0 - y 1) * r2)
  have hV : HasDerivAt (fun f => x f 0 * x f 0 - x f 1 * x f 1)
      ((y 0 * x 0 0 + x 0 0 * y 0) - (y 1 * x 0 1 + x 0 1 * y 1)) 0 :=
    ((hi 0).fun_mul (hi 0)).fun_sub ((hi 1).fun_mul (hi 1))
  have hfun : (fun f => x f ⬝ᵥ (bias *ᵥ x f)) = fun f => x f 0 * x f 0 - x f 1 * x f 1 :=
    funext fun f => bias_dot _ _
  rw [hfun]
  refine hV.congr_deriv ?_
  have hne : (U - 2 * e 0) * (U - 2 * e 0 + U) ≠ 0 :=
    (mul_pos (by linarith) (by linarith)).ne'
  rw [hab, hR, eq_div_iff hne]
  linear_combination 4 * x 0 0 * (U - 2 * e 0) * hGD - 4 * hwt

/-- An explicit state of the dimer at `U = 0` in the field `f`. -/
def freeState (t f : ℝ) : Fin 3 → ℝ :=
  ![(1 - f / √(f ^ 2 + 4 * t ^ 2)) / 2, (1 + f / √(f ^ 2 + 4 * t ^ 2)) / 2,
    hop t / √(f ^ 2 + 4 * t ^ 2)]

/-- At `U = 0` the explicit states are ground states with energy `-√(f² + 4t²)` in every field
`f`, and they depend differentiably on the field at `f = 0`. -/
theorem density_response_witness {t : ℝ} (ht : 0 < t) :
    (∀ f, IsGround (dimer t 0 + f • bias) (-√(f ^ 2 + 4 * t ^ 2)) (freeState t f)) ∧
    DifferentiableAt ℝ (freeState t) 0 := by
  constructor
  · intro f
    have hr : 0 < √(f ^ 2 + 4 * t ^ 2) := Real.sqrt_pos.mpr (by positivity)
    have hr2 : √(f ^ 2 + 4 * t ^ 2) ^ 2 = f ^ 2 + 4 * t ^ 2 := Real.sq_sqrt (by positivity)
    unfold freeState
    generalize √(f ^ 2 + 4 * t ^ 2) = r at hr hr2 ⊢
    have hl : f / r * r = f := div_mul_cancel₀ f hr.ne'
    have hm : hop t / r * r = hop t := div_mul_cancel₀ (hop t) hr.ne'
    generalize f / r = p at hl ⊢
    generalize hop t / r = m at hm ⊢
    have hs := hop_sq t
    have hpm : p ^ 2 + 2 * m ^ 2 = 1 := mul_left_cancel₀ (pow_pos hr 2).ne' (by
      linear_combination (p * r + f) * hl + 2 * (m * r + hop t) * hm + 2 * hs - hr2)
    refine ⟨?_, ?_, fun x => ?_⟩
    · rw [(operators_apply t 0 f _).2.2]
      ext i
      fin_cases i
      · show (0 + f) * ((1 - p) / 2) - hop t * m = -r * ((1 - p) / 2)
        linear_combination -(1 - p) / 2 * hl + m * hm - r / 2 * hpm
      · show (0 - f) * ((1 + p) / 2) - hop t * m = -r * ((1 + p) / 2)
        linear_combination (1 + p) / 2 * hl + m * hm - r / 2 * hpm
      · show -(hop t * ((1 - p) / 2)) - hop t * ((1 + p) / 2) = -r * m
        linear_combination hm
    · rw [dot3]
      show (1 - p) / 2 * ((1 - p) / 2) + (1 + p) / 2 * ((1 + p) / 2) + m * m = 1
      linear_combination hpm / 2
    · rw [(operators_apply t 0 f _).2.2, dot3, dot3]
      show -r * (x 0 * x 0 + x 1 * x 1 + x 2 * x 2) ≤
        x 0 * ((0 + f) * x 0 - hop t * x 2) + x 1 * ((0 - f) * x 1 - hop t * x 2)
          + x 2 * (-(hop t * x 0) - hop t * x 1)
      -- the excitation energy is a sum of squares
      have key : x 0 * ((0 + f) * x 0 - hop t * x 2) + x 1 * ((0 - f) * x 1 - hop t * x 2)
          + x 2 * (-(hop t * x 0) - hop t * x 1)
          - -r * (x 0 * x 0 + x 1 * x 1 + x 2 * x 2)
          = r * ((((1 + p) * x 0 - m * x 2) ^ 2 + ((1 - p) * x 1 - m * x 2) ^ 2
            + (x 2 - m * x 0 - m * x 1) ^ 2 + (m * x 0 - m * x 1 + p * x 2) ^ 2) / 2) := by
        linear_combination -(x 0 ^ 2 - x 1 ^ 2) * hl + 2 * (x 0 + x 1) * x 2 * hm
          - r * (x 0 ^ 2 + x 1 ^ 2 + x 2 ^ 2) / 2 * hpm
      rw [← sub_nonneg, key]
      positivity
  · have h0 : (0 : ℝ) ^ 2 + 4 * t ^ 2 ≠ 0 := by positivity
    have hr : DifferentiableAt ℝ (fun f : ℝ => √(f ^ 2 + 4 * t ^ 2)) 0 :=
      DifferentiableAt.sqrt (by fun_prop) h0
    have hne : √((0 : ℝ) ^ 2 + 4 * t ^ 2) ≠ 0 := (Real.sqrt_pos.mpr (by positivity)).ne'
    have hq : DifferentiableAt ℝ (fun f : ℝ => f / √(f ^ 2 + 4 * t ^ 2)) 0 :=
      differentiableAt_id.div hr hne
    have hm : DifferentiableAt ℝ (fun f : ℝ => hop t / √(f ^ 2 + 4 * t ^ 2)) 0 :=
      (differentiableAt_const (hop t)).div hr hne
    refine differentiableAt_pi.mpr fun i => ?_
    fin_cases i
    · exact (hq.const_sub 1).div_const 2
    · exact (hq.const_add 1).div_const 2
    · exact hm

end

end HubbardDimerResponse
```

```lean
#print axioms HubbardDimerResponse.exact_response
#print axioms HubbardDimerResponse.trial_energy
#print axioms HubbardDimerResponse.density_response
```

```
'HubbardDimerResponse.exact_response' depends on axioms: [propext, Classical.choice, Quot.sound]
'HubbardDimerResponse.trial_energy' depends on axioms: [propext, Classical.choice, Quot.sound]
'HubbardDimerResponse.density_response' depends on axioms: [propext, Classical.choice, Quot.sound]
```

## Hypotheses and reach of the theorems

`IsGround` means a unit eigenvector whose energy bounds the quadratic form from below; `IsResponse` combines orthogonality with the first-order equation. `hop` is $s$ and `rad` is $R$.

`ground_structure` runs the trial-vector argument through `discrim_le_zero`. `response_iff` solves for $w$, and `exact_response` draws existence and uniqueness from it, and the value from it together with `ground_structure`. `trial_energy` states the energy identity before division by the squared norm. `density_response` differentiates the amplitude identity and uses uniqueness of derivatives. Most of the algebra is closed by `linear_combination`.

`density_response` assumes a ground state at every field and differentiability at $f=0$. `density_response_witness` supplies such a family at $U=0$ only, using a sum of squares for the lower bound. The model is a real three-state singlet space, without a self-consistent potential or a larger lattice.
